# The motion fixes the complex amplitude of an oscillation of known nonzero frequency about a constant

Two real motions, c + Re(B exp(−ist)) and c′ + Re(B′ exp(−ist)), share one real frequency s ≠ 0 and agree at every real time t. The lemma says that their complex amplitudes are then equal, B = B′, without assuming that the real constants c and c′ are the same. The attempt differentiates the equality twice and looks at time zero. There the velocity is s Im B, which gives the imaginary part of the amplitude, and the acceleration is −s² Re B, which gives the real part.

The failing Lean file:

```lean
import Mathlib

open Complex (I)
open scoped Real

namespace AmplitudeUnique

noncomputable section

/-- The real oscillation `Re(B exp(-i s t))` with complex amplitude `B` and frequency `s`. -/
def wave (s : ℝ) (B : ℂ) (t : ℝ) : ℝ := (B * Complex.exp (-(I * s) * t)).re

/-- Differentiating an oscillation in time multiplies its complex amplitude by `-i s`. -/
theorem hasDerivAt_wave (s : ℝ) (B : ℂ) (t : ℝ) :
    HasDerivAt (wave s B) (wave s (-(I * s) * B) t) t := by
  have h1 : HasDerivAt (fun u : ℝ => (u : ℂ)) 1 t := by
    simpa using (hasDerivAt_id t).ofReal_comp
  have h2 : HasDerivAt (fun u : ℝ => B * Complex.exp (-(I * s) * u))
      (-(I * s) * B * Complex.exp (-(I * s) * t)) t :=
    ((h1.const_mul (-(I * (s : ℂ)))).cexp.const_mul B).congr_deriv (by ring)
  exact Complex.reCLM.hasFDerivAt.comp_hasDerivAt t h2

/-- The complex amplitude of an oscillation of nonzero frequency on top of a constant
is determined by the motion. -/
theorem amplitude_unique {s c c' : ℝ} {B B' : ℂ} (hs : s ≠ 0)
    (h : ∀ t, c + wave s B t = c' + wave s B' t) : B = B' := by
  have step : ∀ (d d' : ℝ) (P Q : ℂ), (∀ t, d + wave s P t = d' + wave s Q t) →
      ∀ t, wave s (-(I * s) * P) t = wave s (-(I * s) * Q) t := by
    intro d d' P Q hPQ t
    have h1 : HasDerivAt (fun u => d + wave s P u) (wave s (-(I * s) * P) t) t :=
      (hasDerivAt_wave s P t).const_add d
    have h2 : HasDerivAt (fun u => d' + wave s Q u) (wave s (-(I * s) * Q) t) t :=
      (hasDerivAt_wave s Q t).const_add d'
    rw [funext hPQ] at h1
    exact h1.unique h2
  have z : ∀ P : ℂ, wave s P 0 = P.re := by intro P; simp [wave]
  have i1 : ∀ P : ℂ, (-(I * s) * P).re = s * P.im := by intro P; simp
  have i2 : ∀ P : ℂ, (-(I * s) * P).im = -(s * P.re) := by intro P; simp
  -- velocity and acceleration at time zero give the imaginary and real parts
  have h1 := step c c' B B' h
  have e1 := h1 0
  have e2 := step 0 0 _ _ (fun t => by rw [h1 t]) 0
  rw [z, z, i1, i1] at e1 e2
  rw [i2, i2] at e2
  exact Complex.ext (mul_left_cancel₀ hs (neg_injective (mul_left_cancel₀ hs e2)))
    (mul_left_cancel₀ hs e1)

end

end AmplitudeUnique
```

The compiler's answer:

```
Main.lean:43:9: error: Tactic `rewrite` failed: Did not find an occurrence of the pattern
  wave s ?P 0
in the target expression
  (-(I * ↑s) * (-(I * ↑s) * B)).re = (-(I * ↑s) * (-(I * ↑s) * B)).re

s c c' : ℝ
B B' : ℂ
hs : s ≠ 0
h : ∀ (t : ℝ), c + wave s B t = c' + wave s B' t
step :
  ∀ (d d' : ℝ) (P Q : ℂ),
    (∀ (t : ℝ), d + wave s P t = d' + wave s Q t) → ∀ (t : ℝ), wave s (-(I * ↑s) * P) t = wave s (-(I * ↑s) * Q) t
z : ∀ (P : ℂ), wave s P 0 = P.re
i1 : ∀ (P : ℂ), (-(I * ↑s) * P).re = s * P.im
i2 : ∀ (P : ℂ), (-(I * ↑s) * P).im = -(s * P.re)
h1 : ∀ (t : ℝ), wave s (-(I * ↑s) * B) t = wave s (-(I * ↑s) * B') t
e1 : (-(I * ↑s) * B).re = (-(I * ↑s) * B').re
e2 : (-(I * ↑s) * (-(I * ↑s) * B)).re = (-(I * ↑s) * (-(I * ↑s) * B)).re
⊢ B = B'
```

Cause. The message says that the second `z` in `rw [z, z, i1, i1]` finds no `wave s ?P 0` left to rewrite in `e2`. The printed `e2` shows why: both its sides contain `B`, so it is a trivial equality and `B'` is missing.

The fault lies in the two underscores in `step 0 0 _ _`. They were still undetermined when `rw [h1 t]` ran on `0 + wave s ?P t = 0 + wave s ?Q t`. The left side of `h1 t` could match both waves, and the rewrite set both unknowns to `-(I * s) * B`. It then turned both waves into the one with `B'`, and the goal closed by reflexivity, so no error appeared there. Later the first `z` rewrote both identical sides of `e2` at once, and the second had nothing to do.

The diff writes the two amplitudes out, one with `B` and one with `B'`. Now `rw [h1 t]` changes only the left wave, which makes the two sides equal, and `e2` compares the two accelerations as intended. Its sides differ, so each `z` has one to rewrite.

The repair, with which the file compiles:

```diff
@@ -40,5 +40,5 @@
   have h1 := step c c' B B' h
   have e1 := h1 0
-  have e2 := step 0 0 _ _ (fun t => by rw [h1 t]) 0
+  have e2 := step 0 0 (-(I * s) * B) (-(I * s) * B') (fun t => by rw [h1 t]) 0
   rw [z, z, i1, i1] at e1 e2
   rw [i2, i2] at e2
```
